# With diagonal interaction and density operators, the pure-state search at an attainable density is a linear program, convex in the density

To compute the strictly correlated interaction energy of a finite lattice at a given density, one can hand a linear program over configuration probabilities to a solver, in place of a minimisation over complex wavefunctions. This step is exact if the interaction and the density operators are real and diagonal in the same configuration basis and some normalised wavefunction has the given density. The energy concerned is that of the interaction alone, without hopping.

Let \(s\) label the configurations, restricted to those with \(N\) particles if the particle number is fixed at \(N\), and let \(w_s=W_{ss}\) and \(n_{i,s}=(n_i)_{ss}\) be the diagonal entries of the interaction \(W\) and of the density operators \(n_i\). For a density \(\rho\) the program is

\[
F(\rho)=\min_p \sum_s p_s w_s,\qquad p_s\ge 0,\quad \sum_s p_s=1,\quad \sum_s p_s n_{i,s}=\rho_i .
\]

## Finitely many configurations, weighted by probabilities

A finite lattice with bounded occupations has finitely many configurations. In Lean they form the finite type `S`, and `ι` labels the densities. `mean w p` is \(\sum_s p_s w_s\), and `distributions n ρ` is the feasible set of the program.

```lean
import Mathlib

open Matrix

namespace StrictlyCorrelatedLattice

noncomputable section

variable {S ι : Type*} [Fintype S]

/-- The average of a configuration function `w` with weights `p`. -/
def mean (w p : S → ℝ) : ℝ := ∑ s, p s * w s

/-- The probability distributions over configurations whose average densities are `ρ`. -/
def distributions (n : ι → S → ℝ) (ρ : ι → ℝ) : Set (S → ℝ) :=
  {p | (∀ s, 0 ≤ p s) ∧ ∑ s, p s = 1 ∧ ∀ i, mean (n i) p = ρ i}
```

The constraints are linear. If \(p\) has density \(\rho\), \(q\) has density \(\sigma\), and \(a,b\ge 0\) with \(a+b=1\), then \(ap+bq\) is a distribution with density \(a\rho+b\sigma\) and energy \(a\sum_s p_sw_s+b\sum_s q_sw_s\). The lemma proves linearity once, as `lin`, and applies it to the energy, to each density and to the constant function 1, which gives normalisation. With a negative \(a\) or \(b\), the combination could contain negative probabilities.

```lean
/-- Mixing two distributions mixes their densities and their average energies
in the same proportion. -/
theorem mix_distributions {n : ι → S → ℝ} {ρ σ : ι → ℝ} {p q : S → ℝ} {a b : ℝ}
    (hp : p ∈ distributions n ρ) (hq : q ∈ distributions n σ)
    (ha : 0 ≤ a) (hb : 0 ≤ b) (hab : a + b = 1) (w : S → ℝ) :
    a • p + b • q ∈ distributions n (a • ρ + b • σ) ∧
      mean w (a • p + b • q) = a * mean w p + b * mean w q := by
  obtain ⟨p0, p1, p2⟩ := hp
  obtain ⟨q0, q1, q2⟩ := hq
  -- averages are linear in the distribution
  have lin : ∀ v : S → ℝ, mean v (a • p + b • q) = a * mean v p + b * mean v q := by
    intro v
    simp only [mean, Pi.add_apply, Pi.smul_apply, smul_eq_mul, Finset.mul_sum,
      ← Finset.sum_add_distrib]
    exact Finset.sum_congr rfl fun s _ => by ring
  refine ⟨⟨fun s => ?_, ?_, fun i => ?_⟩, lin w⟩
  · exact add_nonneg (mul_nonneg ha (p0 s)) (mul_nonneg hb (q0 s))
  · have h := lin (fun _ => 1)
    simp only [mean, mul_one] at h
    rw [h, p1, q1]
    linarith
  · rw [lin, p2 i, q2 i]
    simp
```

Finiteness makes the minimum exist. Each \(p_s\) lies between 0 and 1, because the weights are non-negative and sum to one. The feasible set is therefore a closed part of a finite-dimensional cube, hence compact, and a continuous energy attains its minimum on it if it is non-empty. The proof follows this argument: `c1`, `c2` and `c3` are the three closed conditions, and `isCompact_Icc` supplies the cube. With infinitely many configurations \(s=1,2,\dots\), energies \(w_s=1/s\) and no density constraint, the infimum is 0 and no distribution reaches it.

```lean
/-- The distributions with a prescribed density form a compact set. -/
theorem isCompact_distributions (n : ι → S → ℝ) (ρ : ι → ℝ) :
    IsCompact (distributions n ρ) := by
  have c1 : IsClosed {p : S → ℝ | ∀ s, 0 ≤ p s} := by
    simp only [Set.ofPred_forall]
    exact isClosed_iInter fun s => isClosed_le continuous_const (continuous_apply s)
  have c2 : IsClosed {p : S → ℝ | ∑ s, p s = 1} :=
    isClosed_eq (by fun_prop) continuous_const
  have c3 : IsClosed {p : S → ℝ | ∀ i, mean (n i) p = ρ i} := by
    simp only [Set.ofPred_forall]
    exact isClosed_iInter fun i => isClosed_eq (by unfold mean; fun_prop) continuous_const
  -- every probability lies between 0 and 1
  refine IsCompact.of_isClosed_subset (isCompact_Icc (a := (0 : S → ℝ)) (b := 1))
    (c1.inter (c2.inter c3)) ?_
  rintro p ⟨h0, h1, -⟩
  refine ⟨fun s => h0 s, fun s => ?_⟩
  have h := Finset.single_le_sum (f := p) (fun t _ => h0 t) (Finset.mem_univ s)
  exact h.trans h1.le
```

## Fixed normalisation and fixed density

Fixing the density fixes the energy in every one-body potential \(v\):

\[
\sum_s p_s\Big(c+\sum_i v_i n_{i,s}\Big)=c\sum_s p_s+\sum_i v_i\sum_s p_s n_{i,s}=c+\sum_i v_i\rho_i .
\]

The first term needs normalisation and the second needs the density constraint. Without these constraints the average on the left could vary from one choice of weights to another. The proof exchanges the two sums and inserts the constraints.

```lean
/-- A constant plus a one-body potential has the same average in every distribution
of density `ρ`, namely the constant plus the potential paired with `ρ`. -/
theorem mean_potential [Fintype ι] {n : ι → S → ℝ} {ρ : ι → ℝ} {p : S → ℝ}
    (hp : p ∈ distributions n ρ) (c : ℝ) (v : ι → ℝ) :
    mean (fun s => c + ∑ i, v i * n i s) p = c + ∑ i, v i * ρ i := by
  have h : ∀ i, ∑ s, p s * n i s = ρ i := hp.2.2
  have e : mean (fun s => c + ∑ i, v i * n i s) p
      = (∑ s, p s) * c + ∑ i, v i * ∑ s, p s * n i s := by
    simp only [mean, mul_add, Finset.sum_add_distrib, Finset.sum_mul, Finset.mul_sum]
    congr 1
    rw [Finset.sum_comm]
    exact Finset.sum_congr rfl fun i _ => Finset.sum_congr rfl fun s _ => by ring
  rw [e, hp.2.1, one_mul]
  simp only [h]
```

## Real diagonal operators

The model assumed here has an interaction that depends only on the occupation numbers of the sites, as the site densities do. Terms such as pair hopping or spin exchange, which change the configuration, are excluded. `diagOp w` is the complex diagonal matrix with real entries `w s`. `expval` takes the real part of \(\langle\psi,A\psi\rangle\), which loses nothing for these Hermitian matrices. Wavefunctions are complex functions on `S`, normalised by \(\sum_s|\psi_s|^2=1\).

```lean
variable [DecidableEq S]

/-- The diagonal operator with real entries `w`. -/
def diagOp (w : S → ℝ) : Matrix S S ℂ := Matrix.diagonal fun s => (w s : ℂ)

/-- The real part of the expectation value of the operator `A` in the state `ψ`. -/
def expval (A : Matrix S S ℂ) (ψ : S → ℂ) : ℝ := (star ψ ⬝ᵥ (A *ᵥ ψ)).re

/-- The normalised wavefunctions with density `ρ`. -/
def pureStates (n : ι → S → ℝ) (ρ : ι → ℝ) : Set (S → ℂ) :=
  {ψ | ∑ s, Complex.normSq (ψ s) = 1 ∧ ∀ i, expval (diagOp (n i)) ψ = ρ i}

/-- The densities of normalised wavefunctions. -/
def attainable (n : ι → S → ℝ) : Set (ι → ℝ) := {ρ | (pureStates n ρ).Nonempty}

/-- The pure-state constrained search: the infimum of the expectation value of the diagonal
interaction `w` over normalised wavefunctions with density `ρ`. -/
def pureSearch (w : S → ℝ) (n : ι → S → ℝ) (ρ : ι → ℝ) : ℝ :=
  sInf (expval (diagOp w) '' pureStates n ρ)
```

Diagonality enters the derivation in one line:

\[
\langle\psi,W\psi\rangle=\sum_s\overline{\psi_s}\,w_s\psi_s=\sum_s|\psi_s|^2w_s .
\]

`expval_diagOp` is this identity, proved term by term from real and imaginary parts.

```lean
/-- The expectation value of a diagonal operator is its average over the Born weights. -/
theorem expval_diagOp (w : S → ℝ) (ψ : S → ℂ) :
    expval (diagOp w) ψ = mean w (fun s => Complex.normSq (ψ s)) := by
  simp only [expval, diagOp, mean, dotProduct, Matrix.mulVec_diagonal, Pi.star_apply,
    Complex.re_sum]
  refine Finset.sum_congr rfl fun s _ => ?_
  simp only [Complex.star_def, Complex.mul_re, Complex.mul_im, Complex.conj_re,
    Complex.conj_im, Complex.ofReal_re, Complex.ofReal_im, Complex.normSq_apply]
  ring
```

An admissible \(\psi\) thus gives the distribution \(p_s=|\psi_s|^2\), with the same density and energy. Conversely, a distribution \(p\) gives the wavefunction \(\psi_s=\sqrt{p_s}\), whose Born weights are \(p_s\) again. The two searches run over the same set of energies. `energies_eq` proves the two inclusions in this order, and its second half uses \(p_s\ge 0\) to square the root.

```lean
/-- Wavefunctions and classical distributions of the same density reach the same
interaction energies. -/
theorem energies_eq (w : S → ℝ) (n : ι → S → ℝ) (ρ : ι → ℝ) :
    expval (diagOp w) '' pureStates n ρ = mean w '' distributions n ρ := by
  ext E
  constructor
  · rintro ⟨ψ, ⟨h1, h2⟩, rfl⟩
    exact ⟨fun s => Complex.normSq (ψ s), ⟨fun s => Complex.normSq_nonneg _, h1,
      fun i => (expval_diagOp _ _).symm.trans (h2 i)⟩, (expval_diagOp w ψ).symm⟩
  · rintro ⟨p, ⟨h0, h1, h2⟩, rfl⟩
    -- the amplitudes are the square roots of the probabilities
    have hp : ∀ s, Complex.normSq ((Real.sqrt (p s) : ℝ) : ℂ) = p s := fun s => by
      rw [Complex.normSq_ofReal, Real.mul_self_sqrt (h0 s)]
    have key : ∀ v : S → ℝ,
        expval (diagOp v) (fun s => ((Real.sqrt (p s) : ℝ) : ℂ)) = mean v p := by
      intro v
      rw [expval_diagOp]
      simp only [hp]
    exact ⟨fun s => ((Real.sqrt (p s) : ℝ) : ℂ),
      ⟨by simp only [hp]; exact h1, fun i => (key _).trans (h2 i)⟩, key w⟩
```

If \(W\) has off-diagonal entries, phases matter and the equality can fail. Take two configurations, \(W=\sigma_x\) and a single density operator \(\mathrm{diag}(0,1)\). At density \(\rho\) the pure-state minimum is \(-2\sqrt{\rho(1-\rho)}\), while the program sees only the zero diagonal and returns 0. If the density operators are not diagonal, even the domain can lose convexity: the densities of \(\sigma_x,\sigma_y,\sigma_z\) in pure states fill the surface of the unit sphere but not its interior.

## A density that some wavefunction has

The hypothesis `ρ ∈ attainable n` says that the search has at least one candidate. The passage between \(\psi\) and \(p\) shows that this is the same as feasibility of the linear program. The Lean proof obtains it from `energies_eq` with zero interaction, since a set is non-empty exactly when its image is.

```lean
/-- A density is attainable by a wavefunction exactly when some distribution over
configurations has it. -/
theorem attainable_iff (n : ι → S → ℝ) (ρ : ι → ℝ) :
    ρ ∈ attainable n ↔ (distributions n ρ).Nonempty := by
  have h := energies_eq (0 : S → ℝ) n ρ
  constructor
  · intro hρ
    have h' := Set.Nonempty.image (expval (diagOp (0 : S → ℝ))) hρ
    rw [h] at h'
    exact h'.of_image
  · intro hρ
    have h' := Set.Nonempty.image (mean (0 : S → ℝ)) hρ
    rw [← h] at h'
    exact h'.of_image
```

`pureSearch` is defined as an infimum. The next theorem states with `IsLeast` that this number belongs to each of the two energy sets and bounds it from below, so both minima are attained and equal. Its proof combines compactness, continuity of the energy and attainability. At an unattainable density the energy set is empty, and Lean's infimum returns 0, which has no physical meaning.

```lean
/-- At an attainable density the pure-state search has a minimum, and its value is also the
minimum of the linear program over distributions with that density. -/
theorem pureSearch_eq_linearProgram (w : S → ℝ) {n : ι → S → ℝ} {ρ : ι → ℝ}
    (hρ : ρ ∈ attainable n) :
    IsLeast (expval (diagOp w) '' pureStates n ρ) (pureSearch w n ρ) ∧
      IsLeast (mean w '' distributions n ρ) (pureSearch w n ρ) := by
  have hc : Continuous (mean w) := by unfold mean; fun_prop
  have h : IsLeast (mean w '' distributions n ρ) (pureSearch w n ρ) := by
    rw [pureSearch, energies_eq]
    exact ((isCompact_distributions n ρ).image hc).isLeast_sInf
      (((attainable_iff n ρ).1 hρ).image _)
  exact ⟨by rw [energies_eq]; exact h, h⟩
```

For convexity, take optimal distributions \(p\) at \(\rho\) and \(q\) at \(\sigma\). Their mixture is feasible at \(a\rho+b\sigma\), so

\[
F(a\rho+b\sigma)\le\sum_s(ap_s+bq_s)w_s=aF(\rho)+bF(\sigma).
\]

Probabilities are mixed here, not amplitudes; a wavefunction for the mixture is \(\psi_s=\sqrt{ap_s+bq_s}\). `ConvexOn` also requires the attainable densities to form a convex set, which is the first half of the proof. Both halves call `mix_distributions`.

```lean
/-- For diagonal interaction and density operators, the attainable densities form a convex set, and
the pure-state search is a convex function on it. -/
theorem convexOn_pureSearch (w : S → ℝ) (n : ι → S → ℝ) :
    ConvexOn ℝ (attainable n) (pureSearch w n) := by
  constructor
  · intro ρ hρ σ hσ a b ha hb hab
    obtain ⟨p, hp⟩ := (attainable_iff n ρ).1 hρ
    obtain ⟨q, hq⟩ := (attainable_iff n σ).1 hσ
    exact (attainable_iff n _).2 ⟨_, (mix_distributions hp hq ha hb hab w).1⟩
  · intro ρ hρ σ hσ a b ha hb hab
    -- mix the two optimal distributions
    obtain ⟨p, hp, ep⟩ := (pureSearch_eq_linearProgram w hρ).2.1
    obtain ⟨q, hq, eq⟩ := (pureSearch_eq_linearProgram w hσ).2.1
    obtain ⟨hm, em⟩ := mix_distributions hp hq ha hb hab w
    have h : pureSearch w n (a • ρ + b • σ) ≤ mean w (a • p + b • q) :=
      (pureSearch_eq_linearProgram w ((attainable_iff n _).2 ⟨_, hm⟩)).2.2 ⟨_, hm, rfl⟩
    rw [em, ep, eq] at h
    exact h
```

## A potential that touches the interaction from below

The optimality test assumes finitely many densities, a wavefunction \(\psi\) with density \(\rho\), and a constant \(c\) and potential \(v\) with two properties. `below` says that \(c+\sum_i v_in_{i,s}\le w_s\) for every configuration. `contact` says that equality holds wherever \(\psi_s\ne 0\). For any distribution \(p\) with density \(\rho\),

\[
\sum_s p_sw_s\ \ge\ c+\sum_i v_i\rho_i\ =\ \sum_s|\psi_s|^2w_s .
\]

The inequality uses `below`, and the equality uses `contact`. Hence \(\psi\) is a minimiser and \(F(\rho)=c+\sum_i v_i\rho_i\). In the proof, `e` is the equality, `lower` the inequality, and `upper` records that \(\psi\) is itself a candidate. With `below` alone, the potential gives only a lower bound on \(F(\rho)\). With `contact` alone, it gives the energy of \(\psi\), which may not be minimal. The theorem takes the potential as given and does not show that one exists.

```lean
/-- If a constant plus a one-body potential lies below the interaction, and equals it on every
configuration present in `ψ`, then `ψ` is a minimiser and the potential gives the minimum. -/
theorem optimal_of_potential [Fintype ι] {w : S → ℝ} {n : ι → S → ℝ} {ρ : ι → ℝ}
    {ψ : S → ℂ} (hψ : ψ ∈ pureStates n ρ) (c : ℝ) (v : ι → ℝ)
    (below : ∀ s, c + ∑ i, v i * n i s ≤ w s)
    (contact : ∀ s, ψ s ≠ 0 → w s = c + ∑ i, v i * n i s) :
    expval (diagOp w) ψ = pureSearch w n ρ ∧
      pureSearch w n ρ = c + ∑ i, v i * ρ i := by
  have hb : (fun s => Complex.normSq (ψ s)) ∈ distributions n ρ :=
    ⟨fun s => Complex.normSq_nonneg _, hψ.1,
      fun i => (expval_diagOp _ _).symm.trans (hψ.2 i)⟩
  have e : expval (diagOp w) ψ = c + ∑ i, v i * ρ i := by
    rw [expval_diagOp, ← mean_potential hb c v]
    refine Finset.sum_congr rfl fun s _ => ?_
    by_cases hs : ψ s = 0
    · simp [hs]
    · rw [contact s hs]
  obtain ⟨hpure, hlp⟩ := pureSearch_eq_linearProgram w (n := n) (ρ := ρ) ⟨ψ, hψ⟩
  have upper : pureSearch w n ρ ≤ expval (diagOp w) ψ := hpure.2 ⟨ψ, hψ, rfl⟩
  -- the potential bounds the energy of every competitor from below
  have lower : c + ∑ i, v i * ρ i ≤ pureSearch w n ρ := by
    obtain ⟨p, hp, ep⟩ := hlp.1
    rw [← ep, ← mean_potential hp c v]
    exact Finset.sum_le_sum fun s _ => mul_le_mul_of_nonneg_left (below s) (hp.1 s)
  constructor <;> linarith
```

## Two sites with repulsion \(V\ge 0\)

Each site holds at most one particle, and \(V\) is the energy cost of filling both. The configurations 0, 1, 2, 3 are empty, first site filled, second site filled, and both filled. The search here includes superpositions of different particle numbers. For electrons these are not physical states, but a statistical mixture with the same probabilities has the same densities and energy. The site densities \(x\) and \(y\) lie in \([0,1]\), as average occupations of such sites must.

The constraints are \(p_1+p_3=x\), \(p_2+p_3=y\) and \(p_0+p_1+p_2+p_3=1\), so \(p_0=1-x-y+p_3\). Since \(p_0\) and \(p_3\) are non-negative, \(p_3\ge t\) with \(t=\max(0,x+y-1)\). The distribution \((1-x-y+t,\;x-t,\;y-t,\;t)\) reaches this bound, and its entries are non-negative because \(t\le x\) and \(t\le y\). The energy is \(Vp_3\), so for \(V\ge 0\)

\[
F(x,y)=V\max(0,x+y-1).
\]

In the proof, `hmem` checks the distribution, where the bounds on \(x\) and \(y\) are needed, and `hm` is the bound on \(p_3\). The last line multiplies that bound by \(V\ge 0\). For an attractive \(V<0\) the optimum makes double occupation as large as possible, and the value becomes \(V\min(x,y)\).

```lean
/-- Two sites hold at most one particle each, with repulsion `V` when both are filled
(configurations: empty, first, second, both). At site densities `x` and `y` the search gives
`V * max 0 (x + y - 1)`. -/
theorem pureSearch_two_sites {V x y : ℝ} (hV : 0 ≤ V)
    (hx : 0 ≤ x) (hx1 : x ≤ 1) (hy : 0 ≤ y) (hy1 : y ≤ 1) :
    pureSearch (![0, 0, 0, V] : Fin 4 → ℝ)
      (![![0, 1, 0, 1], ![0, 0, 1, 1]] : Fin 2 → Fin 4 → ℝ) ![x, y]
      = V * max 0 (x + y - 1) := by
  obtain ⟨t, ht⟩ : ∃ t, t = max 0 (x + y - 1) := ⟨_, rfl⟩
  have t0 : 0 ≤ t := ht ▸ le_max_left _ _
  have t1 : x + y - 1 ≤ t := ht ▸ le_max_right _ _
  have tx : t ≤ x := ht ▸ max_le hx (by linarith)
  have ty : t ≤ y := ht ▸ max_le hy (by linarith)
  -- double occupation is kept as small as the densities allow
  have hmem : (![1 - x - y + t, x - t, y - t, t] : Fin 4 → ℝ) ∈ distributions
      (![![0, 1, 0, 1], ![0, 0, 1, 1]] : Fin 2 → Fin 4 → ℝ) ![x, y] := by
    refine ⟨?_, ?_, Fin.forall_fin_two.2 ⟨?_, ?_⟩⟩
    · intro s
      fin_cases s <;> simp <;> linarith
    · simp [Fin.sum_univ_four]
      linarith
    · simp [mean, Fin.sum_univ_four]
    · simp [mean, Fin.sum_univ_four]
  have hE : ∀ p : Fin 4 → ℝ, mean ![0, 0, 0, V] p = V * p 3 := fun p => by
    simp [mean, Fin.sum_univ_four, mul_comm]
  rw [← ht]
  refine (pureSearch_eq_linearProgram _ ((attainable_iff _ _).2 ⟨_, hmem⟩)).2.unique
    ⟨⟨_, hmem, by rw [hE]; simp⟩, ?_⟩
  rintro _ ⟨p, ⟨h0, h1, h2⟩, rfl⟩
  have a := h2 0
  have b := h2 1
  simp [mean, Fin.sum_univ_four] at a b
  rw [Fin.sum_univ_four] at h1
  have hm : t ≤ p 3 := ht ▸ max_le (h0 3) (by linarith [h0 0])
  rw [hE]
  exact mul_le_mul_of_nonneg_left hm hV

end

end StrictlyCorrelatedLattice
```

```lean
#print axioms StrictlyCorrelatedLattice.convexOn_pureSearch
#print axioms StrictlyCorrelatedLattice.optimal_of_potential
#print axioms StrictlyCorrelatedLattice.pureSearch_two_sites
```

```
'StrictlyCorrelatedLattice.convexOn_pureSearch' depends on axioms: [propext, Classical.choice, Quot.sound]
'StrictlyCorrelatedLattice.optimal_of_potential' depends on axioms: [propext, Classical.choice, Quot.sound]
'StrictlyCorrelatedLattice.pureSearch_two_sites' depends on axioms: [propext, Classical.choice, Quot.sound]
```
